# With one separable projector in finite dimension, a reference level has a ghost below it if it exceeds the second local level (repulsive) or the lowest (attractive)

Take two states with energies 0 and 2, and add $c|v\rangle\langle v|$ with $v=(1,1)$. For $c=3/4$ the levels become $1/2$ and $3$; for $c=-3/4$ they become $-1$ and $3/2$. Had I built the projector to reproduce the upper level, an unwanted state would sit beneath it in both cases. For attraction I can accept that. But a repulsive term only pushes energies up, so why does it leave a state below my reference? And can I see the ghost coming from the levels of the local Hamiltonian and the sign of $c$ alone?

## One repulsive projector leaves a state at or below the second local level

Yes, once you compare those levels with the reference energy, provided that it doesn't lie exactly at the threshold given below. A single projector acts on only one direction. Some combination of the two lowest local states is orthogonal to $v$, so it doesn't feel the repulsion at all, and its mean energy is at most that of the second state.

First, your numbers. The matrix is
$$\begin{pmatrix} c & c\\ c & 2+c\end{pmatrix},\qquad \text{with levels } 1+c\pm\sqrt{1+c^2}.$$
At $c=\pm3/4$ the root is $5/4$, which gives your values. For the unit vector $(1,1)/\sqrt2$ the strength is $2c=\pm3/2$. The reference 3 exceeds the second local level, 2, and has a ghost at $1/2$. The reference $3/2$ of the attractive case exceeds the lowest local level, 0, and has a ghost at $-1$.

In general, let $H$ be the local Hamiltonian of one angular-momentum channel, represented in a finite basis of at least two functions, with orthonormal eigenstates $\varphi_i$ and energies $E_0\le E_1\le\dots$. With $a_i=\langle\varphi_i,x\rangle$,
$$\langle x,Hx\rangle=\sum_i E_i|a_i|^2,\qquad \|x\|^2=\sum_i|a_i|^2 .$$

This gives two facts.

1. Always $\langle x,Hx\rangle\ge E_0\|x\|^2$. If $a_0=0$, then $\langle x,Hx\rangle\ge E_1\|x\|^2$.
2. For any $w$ there is a nonzero $x=p\varphi_0+q\varphi_1$ orthogonal to $w$: take $p=\langle w,\varphi_1\rangle$ and $q=-\langle w,\varphi_0\rangle$, or $x=\varphi_0$ if $\langle w,\varphi_0\rangle=0$. Its energy is $E_0|p|^2+E_1|q|^2\le E_1\|x\|^2$.

Let $H'=H+c|v\rangle\langle v|$. Since $c$ is real, $H'$ is Hermitian and has levels $F_0\le F_1\le\dots$, and
$$\langle x,H'x\rangle=\langle x,Hx\rangle+c\,|\langle v,x\rangle|^2 .$$

For $c\ge0$ there are three comparisons.

- With $g$ a ground state of $H'$, $F_0\|g\|^2=\langle g,H'g\rangle\ge\langle g,Hg\rangle\ge E_0\|g\|^2$.
- With $x$ from fact 2 for $w=v$, $F_0\|x\|^2\le\langle x,H'x\rangle=\langle x,Hx\rangle\le E_1\|x\|^2$.
- With $x$ a mixture of the two lowest states of $H'$, orthogonal to $\varphi_0$, $E_1\|x\|^2\le\langle x,Hx\rangle\le\langle x,H'x\rangle\le F_1\|x\|^2$.

So $E_0\le F_0\le E_1\le F_1$. For $c\le0$, write $H=H'+(-c)|v\rangle\langle v|$ and exchange the roles of the operators: $F_0\le E_0\le F_1\le E_1$.

Now let $\varepsilon$ be a level of $H'$. The threshold is $E_1$ for repulsion and $E_0$ for attraction, and in both cases it lies between $F_0$ and $F_1$. If $\varepsilon$ is above it, $F_0$ is a level below $\varepsilon$. If $\varepsilon$ is below it, then $\varepsilon<F_1$, so $\varepsilon=F_0$ and nothing lies lower.

Here is the argument in Lean.

```lean
import Mathlib

open scoped InnerProductSpace

namespace GonzeGhostCriterion

noncomputable section

variable {V : Type*} [NormedAddCommGroup V] [InnerProductSpace ℂ V] {n : ℕ}

/-- The real number `μ` is an energy level of `T`: some nonzero state satisfies `T x = μ x`. -/
def IsLevel (T : V →ₗ[ℂ] V) (μ : ℝ) : Prop := ∃ x : V, x ≠ 0 ∧ T x = (μ : ℂ) • x

/-- `E` lists all levels of `T` in ascending order, counted with multiplicity:
there is an orthonormal basis of eigenstates with these energies. -/
def IsLevels (T : V →ₗ[ℂ] V) (E : Fin (n + 2) → ℝ) : Prop :=
  Monotone E ∧ ∃ b : OrthonormalBasis (Fin (n + 2)) ℂ V, ∀ i, T (b i) = (E i : ℂ) • b i

/-- The operator `|v⟩⟨v|`, for a vector `v` that need not be normalised. -/
def projector (v : V) : V →ₗ[ℂ] V where
  toFun x := ⟪v, x⟫_ℂ • v
  map_add' x y := by rw [inner_add_right, add_smul]
  map_smul' a x := by simp [mul_smul]

/-- The Hamiltonian `H + c |v⟩⟨v|` with a separable pseudopotential of strength `c`. -/
def separable (H : V →ₗ[ℂ] V) (c : ℝ) (v : V) : V →ₗ[ℂ] V := H + (c : ℂ) • projector v

/-- The energy form `Re ⟨x, T x⟩`, without normalisation of `x`. -/
def energy (T : V →ₗ[ℂ] V) (x : V) : ℝ := (⟪x, T x⟫_ℂ).re

/-- The reference energy `ε` has a ghost: `T` has a level strictly below it. -/
def HasGhost (T : V →ₗ[ℂ] V) (ε : ℝ) : Prop := ∃ μ < ε, IsLevel T μ

/-- In an orthonormal eigenbasis, `T` multiplies each amplitude by its energy. -/
theorem inner_apply {T : V →ₗ[ℂ] V} {E : Fin (n + 2) → ℝ}
    (b : OrthonormalBasis (Fin (n + 2)) ℂ V) (hb : ∀ i, T (b i) = (E i : ℂ) • b i)
    (x : V) (i : Fin (n + 2)) : ⟪b i, T x⟫_ℂ = (E i : ℂ) * ⟪b i, x⟫_ℂ := by
  have hT : T x = ∑ j, (⟪b j, x⟫_ℂ * (E j : ℂ)) • b j := by
    conv_lhs => rw [← b.sum_repr' x]
    simp only [map_sum, map_smul, hb, smul_smul]
  have ho := orthonormal_iff_ite.mp b.orthonormal
  rw [hT, inner_sum]
  simp only [inner_smul_right, ho, mul_ite, mul_one, mul_zero, Finset.sum_ite_eq,
    Finset.mem_univ, if_true]
  ring

/-- In an orthonormal eigenbasis, the energy form is the sum of the level energies weighted
by the squared amplitudes, and these weights add up to the squared norm. -/
theorem energy_eq_sum {T : V →ₗ[ℂ] V} {E : Fin (n + 2) → ℝ}
    (b : OrthonormalBasis (Fin (n + 2)) ℂ V) (hb : ∀ i, T (b i) = (E i : ℂ) • b i) (x : V) :
    energy T x = ∑ i, E i * ‖⟪b i, x⟫_ℂ‖ ^ 2 ∧ ‖x‖ ^ 2 = ∑ i, ‖⟪b i, x⟫_ℂ‖ ^ 2 := by
  have hw : ∀ i, ⟪x, b i⟫_ℂ * ⟪b i, x⟫_ℂ = ((‖⟪b i, x⟫_ℂ‖ ^ 2 : ℝ) : ℂ) := fun i => by
    rw [← inner_conj_symm x (b i), Complex.conj_mul']
    push_cast
    rfl
  constructor
  · have h : ⟪x, T x⟫_ℂ = ((∑ i, E i * ‖⟪b i, x⟫_ℂ‖ ^ 2 : ℝ) : ℂ) := by
      rw [← b.sum_inner_mul_inner x (T x), Complex.ofReal_sum]
      refine Finset.sum_congr rfl fun i _ => ?_
      rw [inner_apply b hb, Complex.ofReal_mul, ← hw i]
      ring
    rw [energy, h, Complex.ofReal_re]
  · have h : ⟪x, x⟫_ℂ = ((∑ i, ‖⟪b i, x⟫_ℂ‖ ^ 2 : ℝ) : ℂ) := by
      rw [← b.sum_inner_mul_inner x x, Complex.ofReal_sum]
      exact Finset.sum_congr rfl fun i _ => hw i
    have hx : (⟪x, x⟫_ℂ).re = ‖x‖ ^ 2 := inner_self_eq_norm_sq (𝕜 := ℂ) x
    rw [← hx, h, Complex.ofReal_re]

/-- Every Hermitian operator on a space of finite dimension at least two has an ascending
list of levels. -/
theorem exists_levels [FiniteDimensional ℂ V] {T : V →ₗ[ℂ] V} (hT : T.IsSymmetric)
    (hn : Module.finrank ℂ V = n + 2) : ∃ E : Fin (n + 2) → ℝ, IsLevels T E := by
  -- sort the eigenvalues supplied by the spectral theorem
  let s := Tuple.sort (hT.eigenvalues hn)
  refine ⟨hT.eigenvalues hn ∘ s, Tuple.monotone_sort _,
    (hT.eigenvectorBasis hn).reindex s.symm, fun i => ?_⟩
  rw [OrthonormalBasis.reindex_apply, Equiv.symm_symm]
  exact hT.apply_eigenvectorBasis hn (s i)

/-- The levels of `T` are exactly the entries of its list of levels. -/
theorem isLevel_iff {T : V →ₗ[ℂ] V} {E : Fin (n + 2) → ℝ} (h : IsLevels T E) (μ : ℝ) :
    IsLevel T μ ↔ ∃ i, E i = μ := by
  obtain ⟨-, b, hb⟩ := h
  constructor
  · rintro ⟨x, hx, hTx⟩
    by_contra hne
    apply hx
    rw [← b.sum_repr' x]
    refine Finset.sum_eq_zero fun i _ => ?_
    have h := inner_apply b hb x i
    rw [hTx, inner_smul_right] at h
    have h0 : ((E i : ℂ) - μ) * ⟪b i, x⟫_ℂ = 0 := by linear_combination -h
    have hi : (E i : ℂ) - μ ≠ 0 :=
      sub_ne_zero.mpr fun he => hne ⟨i, Complex.ofReal_injective he⟩
    rw [(mul_eq_zero.mp h0).resolve_left hi, zero_smul]
  · rintro ⟨i, rfl⟩
    exact ⟨b i, b.orthonormal.ne_zero i, hb i⟩

/-- If `E` lists the levels of `T`, the energy form is at least `E 0 ‖x‖²`, and at least `E 1 ‖x‖²`
for all states orthogonal to a suitable ground state `u`. -/
theorem lower_bounds {T : V →ₗ[ℂ] V} {E : Fin (n + 2) → ℝ} (h : IsLevels T E) :
    ∃ u : V, u ≠ 0 ∧ T u = (E 0 : ℂ) • u ∧ (∀ x, E 0 * ‖x‖ ^ 2 ≤ energy T x) ∧
      ∀ x, ⟪u, x⟫_ℂ = 0 → E 1 * ‖x‖ ^ 2 ≤ energy T x := by
  obtain ⟨hE, b, hb⟩ := h
  refine ⟨b 0, b.orthonormal.ne_zero 0, hb 0, fun x => ?_, fun x hx => ?_⟩
  · rw [(energy_eq_sum b hb x).1, (energy_eq_sum b hb x).2, Finset.mul_sum]
    exact Finset.sum_le_sum fun i _ =>
      mul_le_mul_of_nonneg_right (hE (Fin.zero_le i)) (sq_nonneg _)
  · rw [(energy_eq_sum b hb x).1, (energy_eq_sum b hb x).2, Finset.mul_sum]
    refine Finset.sum_le_sum fun i _ => ?_
    by_cases hi : i = 0
    · simp [hi, hx]
    · exact mul_le_mul_of_nonneg_right (hE (Fin.one_le_of_ne_zero hi)) (sq_nonneg _)

/-- If `E` lists the levels of `T`, then for any vector `w` there is a nonzero trial state
orthogonal to `w` whose energy form is at most `E 1 ‖x‖²`. -/
theorem trial_state {T : V →ₗ[ℂ] V} {E : Fin (n + 2) → ℝ} (h : IsLevels T E) (w : V) :
    ∃ x : V, x ≠ 0 ∧ ⟪w, x⟫_ℂ = 0 ∧ energy T x ≤ E 1 * ‖x‖ ^ 2 := by
  obtain ⟨hE, b, hb⟩ := h
  have ho := orthonormal_iff_ite.mp b.orthonormal
  -- mix the two lowest states so that the overlap with `w` cancels
  obtain ⟨p, q, hpq, hw⟩ : ∃ p q : ℂ, (p ≠ 0 ∨ q ≠ 0) ∧
      p * ⟪w, b 0⟫_ℂ + q * ⟪w, b 1⟫_ℂ = 0 := by
    by_cases h0 : ⟪w, b 0⟫_ℂ = 0
    · exact ⟨1, 0, Or.inl one_ne_zero, by rw [h0]; ring⟩
    · exact ⟨⟪w, b 1⟫_ℂ, -⟪w, b 0⟫_ℂ, Or.inr (neg_ne_zero.mpr h0), by ring⟩
  have hc : ∀ i, ⟪b i, p • b 0 + q • b 1⟫_ℂ =
      p * (if i = 0 then 1 else 0) + q * (if i = 1 then 1 else 0) := fun i => by
    rw [inner_add_right, inner_smul_right, inner_smul_right, ho, ho]
  refine ⟨p • b 0 + q • b 1, fun hx => ?_, ?_, ?_⟩
  · have h0 := hc 0
    have h1 := hc 1
    rw [hx, inner_zero_right] at h0 h1
    rcases hpq with hp | hq
    · exact hp (by simpa using h0.symm)
    · exact hq (by simpa using h1.symm)
  · rw [inner_add_right, inner_smul_right, inner_smul_right, hw]
  · rw [(energy_eq_sum b hb _).1, (energy_eq_sum b hb _).2, Finset.mul_sum]
    refine Finset.sum_le_sum fun i _ => ?_
    by_cases h1 : i = 1
    · rw [h1]
    by_cases h0 : i = 0
    · rw [h0]
      exact mul_le_mul_of_nonneg_right (hE (Fin.zero_le 1)) (sq_nonneg _)
    · rw [hc i, if_neg h0, if_neg h1]
      simp

/-- A repulsive separable term (`c ≥ 0`) interlaces the two lowest levels `F 0`, `F 1` of the
full Hamiltonian with those of `H`. -/
theorem interlacing {H : V →ₗ[ℂ] V} {E F : Fin (n + 2) → ℝ} {c : ℝ} {v : V} (hc : 0 ≤ c)
    (hH : IsLevels H E) (hF : IsLevels (separable H c v) F) :
    E 0 ≤ F 0 ∧ F 0 ≤ E 1 ∧ E 1 ≤ F 1 := by
  have hen : ∀ x, energy (separable H c v) x = energy H x + c * ‖⟪v, x⟫_ℂ‖ ^ 2 := fun x => by
    have ha : separable H c v x = H x + (c : ℂ) • (⟪v, x⟫_ℂ • v) := rfl
    have hm : ⟪v, x⟫_ℂ * ⟪x, v⟫_ℂ = ((‖⟪v, x⟫_ℂ‖ ^ 2 : ℝ) : ℂ) := by
      rw [← inner_conj_symm x v, Complex.mul_conj']
      push_cast
      rfl
    rw [energy, energy, ha, inner_add_right, inner_smul_right, inner_smul_right, hm,
      ← Complex.ofReal_mul, Complex.add_re, Complex.ofReal_re]
  have hpos : ∀ x, 0 ≤ c * ‖⟪v, x⟫_ℂ‖ ^ 2 := fun x => mul_nonneg hc (sq_nonneg _)
  have hsq : ∀ x : V, x ≠ 0 → 0 < ‖x‖ ^ 2 := fun x hx => pow_pos (norm_pos_iff.mpr hx) 2
  obtain ⟨u, -, -, hE0, hE1⟩ := lower_bounds hH
  obtain ⟨g, hg, hgF, hF0, -⟩ := lower_bounds hF
  refine ⟨?_, ?_, ?_⟩
  · -- the new ground state as a trial state for `H`
    have hgg : (⟪g, g⟫_ℂ).re = ‖g‖ ^ 2 := inner_self_eq_norm_sq (𝕜 := ℂ) g
    have he : energy (separable H c v) g = F 0 * ‖g‖ ^ 2 := by
      rw [energy, hgF, inner_smul_right, Complex.re_ofReal_mul, hgg]
    exact le_of_mul_le_mul_right (by linarith [hE0 g, hen g, hpos g]) (hsq g hg)
  · -- a trial state that does not feel the separable term
    obtain ⟨x, hx, hv, hle⟩ := trial_state hH v
    have he := hen x
    rw [hv, norm_zero] at he
    exact le_of_mul_le_mul_right (by linarith [hF0 x]) (hsq x hx)
  · -- a low-lying state of the full Hamiltonian orthogonal to the old ground state
    obtain ⟨x, hx, hu, hle⟩ := trial_state hF u
    exact le_of_mul_le_mul_right (by linarith [hE1 x hu, hen x, hpos x]) (hsq x hx)

/-- The separable Hamiltonian has an ascending list of levels `F`, whose two lowest entries
interlace with those of `H` in the order fixed by the sign of `c`. -/
theorem separable_levels {H : V →ₗ[ℂ] V} {E : Fin (n + 2) → ℝ} (hH : IsLevels H E)
    (c : ℝ) (v : V) : ∃ F : Fin (n + 2) → ℝ, IsLevels (separable H c v) F ∧
      (0 ≤ c → E 0 ≤ F 0 ∧ F 0 ≤ E 1 ∧ E 1 ≤ F 1) ∧
      (c ≤ 0 → F 0 ≤ E 0 ∧ E 0 ≤ F 1 ∧ F 1 ≤ E 1) := by
  obtain ⟨-, b, hb⟩ := id hH
  have : FiniteDimensional ℂ V := Module.Finite.of_basis b.toBasis
  have hn : Module.finrank ℂ V = n + 2 := by
    rw [Module.finrank_eq_card_basis b.toBasis, Fintype.card_fin]
  have hs : ∀ x y, ⟪H x, y⟫_ℂ = ⟪x, H y⟫_ℂ := fun x y => by
    rw [← b.sum_inner_mul_inner (H x) y, ← b.sum_inner_mul_inner x (H y)]
    refine Finset.sum_congr rfl fun i _ => ?_
    rw [inner_apply b hb y i, ← inner_conj_symm (H x) (b i), inner_apply b hb x i, map_mul,
      inner_conj_symm, Complex.conj_ofReal]
    ring
  have hS : (separable H c v).IsSymmetric := fun x y => by
    change ⟪H x + (c : ℂ) • (⟪v, x⟫_ℂ • v), y⟫_ℂ = ⟪x, H y + (c : ℂ) • (⟪v, y⟫_ℂ • v)⟫_ℂ
    rw [inner_add_left, inner_add_right, inner_smul_left, inner_smul_left, inner_smul_right,
      inner_smul_right, hs, Complex.conj_ofReal, inner_conj_symm]
    ring
  obtain ⟨F, hF⟩ := exists_levels hS hn
  refine ⟨F, hF, fun hc => interlacing hc hH hF, fun hc => ?_⟩
  -- for attraction, `H` is the full Hamiltonian plus a repulsive term
  have hback : separable (separable H c v) (-c) v = H := by
    unfold separable
    push_cast
    module
  exact interlacing (c := -c) (v := v) (neg_nonneg.mpr hc) hF (by rw [hback]; exact hH)

/-- The lowest level of `H + c |v⟩⟨v|` exists; it lies between the two lowest levels of `H`
if `c ≥ 0`, and is at most the lowest level of `H` if `c ≤ 0`. -/
theorem lowest_level_bounds {H : V →ₗ[ℂ] V} {E : Fin (n + 2) → ℝ} (hH : IsLevels H E)
    (c : ℝ) (v : V) : ∃ L : ℝ, IsLeast {μ | IsLevel (separable H c v) μ} L ∧
      (0 ≤ c → E 0 ≤ L ∧ L ≤ E 1) ∧ (c ≤ 0 → L ≤ E 0) := by
  obtain ⟨F, hF, hrep, hatt⟩ := separable_levels hH c v
  refine ⟨F 0, ⟨(isLevel_iff hF _).2 ⟨0, rfl⟩, fun μ hμ => ?_⟩,
    fun hc => ⟨(hrep hc).1, (hrep hc).2.1⟩, fun hc => (hatt hc).1⟩
  obtain ⟨i, rfl⟩ := (isLevel_iff hF μ).1 hμ
  exact hF.1 (Fin.zero_le i)

/-- Gonze ghost criterion: a reference level `ε` of `H + c |v⟩⟨v|` has a ghost if it lies above
the threshold and none if it lies below; the threshold is `E 1` for `c ≥ 0` and `E 0` for
`c ≤ 0`, where `E` lists the levels of `H`. -/
theorem gonze_ghost_criterion {H : V →ₗ[ℂ] V} {E : Fin (n + 2) → ℝ} (hH : IsLevels H E)
    {c ε : ℝ} {v : V} (hε : IsLevel (separable H c v) ε) :
    (0 ≤ c → (E 1 < ε → HasGhost (separable H c v) ε) ∧
      (ε < E 1 → ¬ HasGhost (separable H c v) ε)) ∧
    (c ≤ 0 → (E 0 < ε → HasGhost (separable H c v) ε) ∧
      (ε < E 0 → ¬ HasGhost (separable H c v) ε)) := by
  obtain ⟨F, hF, hrep, hatt⟩ := separable_levels hH c v
  have hghost : F 0 < ε → HasGhost (separable H c v) ε := fun h =>
    ⟨F 0, h, (isLevel_iff hF _).2 ⟨0, rfl⟩⟩
  -- a level below `F 1` can only be the lowest one
  have hnone : ε < F 1 → ¬ HasGhost (separable H c v) ε := by
    rintro h ⟨μ, hμ, hl⟩
    obtain ⟨i, rfl⟩ := (isLevel_iff hF μ).1 hl
    obtain ⟨j, rfl⟩ := (isLevel_iff hF ε).1 hε
    by_cases hj : j = 0
    · rw [hj] at hμ
      exact not_lt_of_ge (hF.1 (Fin.zero_le i)) hμ
    · exact not_lt_of_ge (hF.1 (Fin.one_le_of_ne_zero hj)) h
  exact ⟨fun hc => ⟨fun h => hghost ((hrep hc).2.1.trans_lt h),
      fun h => hnone (h.trans_le (hrep hc).2.2)⟩,
    fun hc => ⟨fun h => hghost ((hatt hc).1.trans_lt h),
      fun h => hnone (h.trans_le (hatt hc).2.1)⟩⟩

end

end GonzeGhostCriterion
```

```lean
#print axioms GonzeGhostCriterion.separable_levels
-- 'GonzeGhostCriterion.separable_levels' depends on axioms: [propext, Classical.choice, Quot.sound]
#print axioms GonzeGhostCriterion.lowest_level_bounds
-- 'GonzeGhostCriterion.lowest_level_bounds' depends on axioms: [propext, Classical.choice, Quot.sound]
#print axioms GonzeGhostCriterion.gonze_ghost_criterion
-- 'GonzeGhostCriterion.gonze_ghost_criterion' depends on axioms: [propext, Classical.choice, Quot.sound]
```

## What the theorems say about a pseudopotential

`IsLevels H E` says that `E` is an ascending list of energies belonging to an orthonormal eigenbasis. The space has dimension `n + 2`, so `n` is not the matrix size, and two is the smallest dimension allowed. By `exists_levels`, every Hermitian operator on such a space has such a list. `IsLevel` means a real eigenvalue with a nonzero eigenvector.

`separable H c v` is $H'$. The vector in `projector v` need not be normalised, so this operator is a projector in the strict sense only for $\|v\|=1$ or $v=0$; for nonzero $v$ the strength on the unit vector is $c\|v\|^2$. Likewise `energy` is the mean energy times $\|x\|^2$.

`lowest_level_bounds` states that $H'$ has a lowest level, in $[E_0,E_1]$ for $c\ge0$ and at most $E_0$ for $c\le0$. `gonze_ghost_criterion` gives both directions of the ghost test, with strict inequalities. At the threshold itself the hypotheses allow either outcome: with your $H$ and $v=(1,0)$, the levels are $c$ and 2, so the level 2 has a ghost for $c=1$ and none for $c=3$. This is a mathematical example only: for $c=1$ and $c=3$ the state at 2 is orthogonal to $v$, so the construction described below would not produce it.

`HasGhost` means any level strictly below $\varepsilon$. That is a ghost in the usual sense when the reference is meant to be the lowest state of its channel. Spurious levels above the reference are not addressed.

The hypothesis `hε` says that the reference energy is a level of $H'$. The Kleinman–Bylander construction arranges this. Let the Hermitian operator $\delta V$ be the channel's semilocal pseudopotential minus the local potential. If $(H+\delta V)\varphi=\varepsilon\varphi$, take $v=\delta V\varphi$ and $c=1/\langle\varphi,\delta V\varphi\rangle$, provided the denominator is nonzero. Then $H'\varphi=\varepsilon\varphi$.

In electronic-structure work this lets you check a pseudopotential with one projector per channel, represented in a finite orthonormal basis, for ghosts below the reference, using the two lowest local levels, the sign of $c$ and the reference energy. The step left to you is from that matrix to the radial operator on an infinite-dimensional space, which has a continuum and may lack a second bound state.

## From the eigenbasis to the criterion

`inner_apply` shows that $T$ multiplies each amplitude by its energy, and `energy_eq_sum` turns this into the two sums above. `lower_bounds` is fact 1 and `trial_state` is fact 2, both proved by comparing the sums term by term. `isLevel_iff` shows that the list misses no level: $Tx=\mu x$ gives $(E_i-\mu)a_i=0$ for every $i$, so an unlisted $\mu$ would force $x=0$.

`interlacing` makes the three comparisons for $c\ge0$; in each, `linarith` chains the inequalities and the positive factor $\|x\|^2$ is cancelled. `separable_levels` shows that $H'$ is Hermitian, obtains `F`, and adds the attractive case. The last two theorems read off the results.

The attractive case rests on the form of `IsLevels`. It is a predicate on an operator and a list, not a function that computes eigenvalues, so `interlacing` takes $H$ and $H'$ through hypotheses of the same shape. Exchanging them needs only the identity `separable (separable H c v) (-c) v = H`, called `hback`. There `push_cast` moves the minus sign through the embedding of the reals in the complex numbers, and `module` cancels the two separable terms. Rewriting with `hback` turns the known levels of $H$ into those of "$H'$ plus a repulsive term", and the repulsive theorem applies unchanged.
